# For Hermitian H and K, the mean of the two Lie–Trotter orderings misses unitarity by ¼C†C, with C the commutator of the propagators

Let H and K be Hermitian matrices of finite size, and let U = exp(−itH) and V = exp(−itK) be their propagators at a real time t, with ħ = 1. The theorem `averagedStep_defect` concerns the averaged step W = ½(UV + VU), and says that W†W = 1 − ¼C†C, where C = UV − VU. The attempt first shows that each of the products UV and VU, multiplied on the left by its own adjoint, gives the identity. It then takes the factor ½ out of the adjoint of W, which needs the fact that ½ is its own complex conjugate, and expands both sides as in the parallelogram identity.

An attempt in Lean 4 with a fault in it:

```lean
import Mathlib

open Matrix
open scoped ComplexOrder

namespace AveragedStepDefect

noncomputable section

variable {m : Type*} [Fintype m] [DecidableEq m]

/-- The propagator `exp(-itH)` of a Hamiltonian matrix `H`, in units with `ħ = 1`. -/
def propagator (H : Matrix m m ℂ) (t : ℝ) : Matrix m m ℂ :=
  NormedSpace.exp ((-(Complex.I * (t : ℂ))) • H)

/-- The arithmetic mean of the two Lie-Trotter steps for `H + K`, one for each ordering. -/
def averagedStep (H K : Matrix m m ℂ) (t : ℝ) : Matrix m m ℂ :=
  (1 / 2 : ℂ) • (propagator H t * propagator K t + propagator K t * propagator H t)

/-- The propagator `U` of a Hermitian Hamiltonian satisfies `U* U = 1`. -/
theorem propagator_isometry {H : Matrix m m ℂ} (hH : H.IsHermitian) (t : ℝ) :
    (propagator H t)ᴴ * propagator H t = 1 := by
  have hs : star (-(Complex.I * (t : ℂ))) = Complex.I * (t : ℂ) := by
    change (starRingEnd ℂ) _ = _
    simp
  have hc : Commute ((Complex.I * (t : ℂ)) • H) ((-(Complex.I * (t : ℂ))) • H) :=
    ((Commute.refl H).smul_left _).smul_right _
  unfold propagator
  -- the adjoint is the propagator for the reversed time
  rw [← Matrix.exp_conjTranspose, conjTranspose_smul, hH.eq, hs,
    ← Matrix.exp_add_of_commute _ _ hc, ← add_smul, add_neg_cancel, zero_smul,
    NormedSpace.exp_zero]

/-- For Hermitian `H` and `K`, the averaged step `W` misses unitarity by a quarter of `C* C`,
where `C` is the commutator of the two propagators. -/
theorem averagedStep_defect {H K : Matrix m m ℂ} (hH : H.IsHermitian) (hK : K.IsHermitian)
    (t : ℝ) :
    (averagedStep H K t)ᴴ * averagedStep H K t = 1 - (1 / 4 : ℂ) •
      ((propagator H t * propagator K t - propagator K t * propagator H t)ᴴ *
        (propagator H t * propagator K t - propagator K t * propagator H t)) := by
  have hmul : ∀ U V : Matrix m m ℂ, Uᴴ * U = 1 → Vᴴ * V = 1 → (U * V)ᴴ * (U * V) = 1 := by
    intro U V hU hV
    calc (U * V)ᴴ * (U * V) = Vᴴ * (Uᴴ * U) * V := by
          simp only [conjTranspose_mul, mul_assoc]
      _ = 1 := by rw [hU, mul_one, hV]
  have hX := hmul _ _ (propagator_isometry hH t) (propagator_isometry hK t)
  have hY := hmul _ _ (propagator_isometry hK t) (propagator_isometry hH t)
  have hs : star (1 / 2 : ℂ) = 1 / 2 := by
    change (starRingEnd ℂ) _ = _
    simp
  unfold averagedStep
  generalize propagator H t * propagator K t = X at *
  generalize propagator K t * propagator H t = Y at *
  -- parallelogram identity for the two orderings
  rw [conjTranspose_smul, hs]
  simp only [conjTranspose_add, conjTranspose_sub, smul_mul_assoc, mul_smul_comm,
    add_mul, mul_add, sub_mul, mul_sub, hX, hY]
  module

end

end AveragedStepDefect
```

Messages:

```
Main.lean:48:40: error: unsolved goals
m : Type u_1
inst✝¹ : Fintype m
inst✝ : DecidableEq m
H K : Matrix m m ℂ
hH : H.IsHermitian
hK : K.IsHermitian
t : ℝ
hmul : ∀ (U V : Matrix m m ℂ), Uᴴ * U = 1 → Vᴴ * V = 1 → (U * V)ᴴ * (U * V) = 1
hX : (propagator H t * propagator K t)ᴴ * (propagator H t * propagator K t) = 1
hY : (propagator K t * propagator H t)ᴴ * (propagator K t * propagator H t) = 1
⊢ (starRingEnd ℂ) 2 = 2
```

After these edits no error is left:

```diff
@@ -48,5 +48,5 @@
   have hs : star (1 / 2 : ℂ) = 1 / 2 := by
     change (starRingEnd ℂ) _ = _
-    simp
+    simp only [map_div₀, map_one, map_ofNat]
   unfold averagedStep
   generalize propagator H t * propagator K t = X at *
```

The one error lies in the auxiliary fact `hs`, that the complex conjugate of ½ is ½. "Unsolved goals" means that the tactics in its proof ran but left something to prove, here `(starRingEnd ℂ) 2 = 2`: the number 2 is its own conjugate. The call to `simp` had reduced the claim about ½ to this claim about 2 and could go no further. The missing step is `map_ofNat`, which says that a ring homomorphism, such as conjugation, sends a numeral like 2 to the same numeral. Mathlib does not mark that lemma for `simp`, so a plain `simp` does not try it.

The repair names the lemmas needed. `map_div₀` carries conjugation through the division, `map_one` deals with the numerator and `map_ofNat` with the denominator. Both sides are then `1 / 2`, and the goal closes.
